# The equal-intensity circular-to-linear ratio of orientationally averaged two-photon strengths lies between 0 and 3/2 for a nonzero real symmetric tensor

## The orientational average as a formula

The average over molecular orientations is put in as a closed formula and not derived from an integral over rotations. Let $S$ be the real symmetric $3\times3$ two-photon tensor, with McClain invariants $F=(\operatorname{tr}S)^2$ and $G=\operatorname{tr}(S^2)$. For two identical photons with complex polarisation vector $e$, the averaged strength is taken to be

$$\frac{(4|e\cdot e|^2-2|e^*\cdot e|^2)\,F+(6|e^*\cdot e|^2-2|e\cdot e|^2)\,G}{30}.$$

This stands for electric-dipole absorption in an isotropic sample, up to constant prefactors.

Alternatively, the strength could be defined as the average of $|e^{\mathsf T}RSR^{\mathsf T}e|^2$ over rotations $R$. The formula would then be a theorem to prove, and the bounds below would stay the same.

## From polarisations to the ratio W

A linear polarisation is, up to a phase that leaves the strength unchanged, a real vector $x\neq0$, so $|x\cdot x|^2=|x^*\cdot x|^2=I^2$ with intensity $I=x\cdot x$. A circular one, $c$, has $c\cdot c=0$; at equal intensity, $c^*\cdot c=I$. The strengths are $I^2(2F+4G)/30$ and $I^2(-2F+6G)/30$, and for $S\neq0$ their quotient is

$$W=\frac{-2F+6G}{2F+4G}.$$

## Bounds and equality cases

Let $S\neq0$. By symmetry $G=\sum_{ij}S_{ij}S_{ji}=\sum_{ij}S_{ij}^2>0$, and $F\ge0$, so the denominator is positive.

Write $t=\operatorname{tr}S$ and let $A=S-\tfrac t3\mathbf 1$ be the anisotropic part. Then

$$\operatorname{tr}(A^2)=G-\tfrac23t^2+\tfrac13t^2=G-\tfrac13F,$$

so $-2F+6G=6\operatorname{tr}(A^2)\ge0$. Hence $W\ge0$, with equality exactly when $A=0$, that is, when $S$ is a multiple of the identity. For the upper end,

$$\frac32-W=\frac{5F}{2F+4G}\ge0,$$

with equality exactly when $\operatorname{tr}S=0$.

For $S=\operatorname{diag}(1,1,0)$ we have $F=4$ and $G=2$, so $W=(-8+12)/(8+8)=1/4$.

## One and two transition dipoles

If $S=vv^{\mathsf T}$ with $v\ne0$, then $F=G=(v\cdot v)^2$ and $W=4/6=2/3$.

A single intermediate state gives, up to a factor, $S=uv^{\mathsf T}+vu^{\mathsf T}$. For dipoles of lengths $a,b>0$ at angle $\theta$, $F=4a^2b^2\cos^2\theta$ and $G=2a^2b^2(1+\cos^2\theta)$, hence

$$W=\frac{12+4\cos^2\theta}{8+16\cos^2\theta}=\frac{3+\cos^2\theta}{2+4\cos^2\theta}.$$

In electronic-structure work, if $F$ and $G$ are computed from one and the same nonzero real symmetric tensor, a $W$ outside $[0,3/2]$ by more than rounding signals an error.

## Tensors and polarisations in Lean

`S` is a real matrix indexed by `Fin 3`, and `hS : S.IsSymm` expresses its symmetry. `invF`, `invG`, `strength` and `ratio` are $F$, $G$, the averaged strength and $W$. The product `⬝ᵥ` does not conjugate, so `star c ⬝ᵥ c` is the intensity, which `hI` equates with that of `x`. `strength_circular_div_linear` does not assume $S\neq0$: for $S=0$ both sides are $0$, because Lean sets $0/0=0$.

`ratio_bounds` states the positive denominator, both bounds and both equality cases for nonzero symmetric `S`. Complex tensors, as arise with damping near resonance, and photons of different frequency are not covered.

```lean
import Mathlib

open Matrix

namespace TwoPhotonPolarisationRatio

noncomputable section

/-- The McClain invariant `F`, the squared trace of the two-photon tensor. -/
def invF (S : Matrix (Fin 3) (Fin 3) ℝ) : ℝ := S.trace ^ 2

/-- The McClain invariant `G`, the trace of the squared two-photon tensor. -/
def invG (S : Matrix (Fin 3) (Fin 3) ℝ) : ℝ := (S * S).trace

/-- The orientationally averaged two-photon strength of a real symmetric tensor `S`
for two identical photons with polarisation vector `e`. -/
def strength (S : Matrix (Fin 3) (Fin 3) ℝ) (e : Fin 3 → ℂ) : ℝ :=
  ((4 * ‖e ⬝ᵥ e‖ ^ 2 - 2 * ‖star e ⬝ᵥ e‖ ^ 2) * invF S
    + (6 * ‖star e ⬝ᵥ e‖ ^ 2 - 2 * ‖e ⬝ᵥ e‖ ^ 2) * invG S) / 30

/-- The circular to linear two-photon ratio `W` in terms of the McClain invariants. -/
def ratio (S : Matrix (Fin 3) (Fin 3) ℝ) : ℝ :=
  (-2 * invF S + 6 * invG S) / (2 * invF S + 4 * invG S)

/-- The anisotropic part of the tensor: `S` minus one third of its trace times the identity. -/
def anisotropic (S : Matrix (Fin 3) (Fin 3) ℝ) : Matrix (Fin 3) (Fin 3) ℝ :=
  S - (S.trace / 3) • (1 : Matrix (Fin 3) (Fin 3) ℝ)

/-- The strength for a circular polarisation `c` divided by the strength for a linear
polarisation `x` of the same intensity is `W`. -/
theorem strength_circular_div_linear (S : Matrix (Fin 3) (Fin 3) ℝ)
    (x : Fin 3 → ℝ) (c : Fin 3 → ℂ) (hx : x ≠ 0) (hc : c ⬝ᵥ c = 0)
    (hI : star c ⬝ᵥ c = ((x ⬝ᵥ x : ℝ) : ℂ)) :
    strength S c / strength S (fun i => (x i : ℂ)) = ratio S := by
  have h1 : (fun i => (x i : ℂ)) ⬝ᵥ (fun i => (x i : ℂ)) = ((x ⬝ᵥ x : ℝ) : ℂ) := by
    simp [dotProduct]
  have h2 : star (fun i => (x i : ℂ)) ⬝ᵥ (fun i => (x i : ℂ)) = ((x ⬝ᵥ x : ℝ) : ℂ) := by
    simp [dotProduct]
  have hxx : x ⬝ᵥ x ≠ 0 := fun h => hx (dotProduct_self_eq_zero.1 h)
  have hk : (x ⬝ᵥ x) ^ 2 / 30 ≠ 0 := by positivity
  -- both strengths carry the same factor, the squared intensity over 30
  have e1 : strength S c = (x ⬝ᵥ x) ^ 2 / 30 * (-2 * invF S + 6 * invG S) := by
    simp only [strength, hc, hI, norm_zero, Complex.norm_real, Real.norm_eq_abs, sq_abs]
    ring
  have e2 : strength S (fun i => (x i : ℂ))
      = (x ⬝ᵥ x) ^ 2 / 30 * (2 * invF S + 4 * invG S) := by
    simp only [strength, h1, h2, Complex.norm_real, Real.norm_eq_abs, sq_abs]
    ring
  rw [e1, e2, ratio, mul_div_mul_left _ _ hk]

/-- The vectors `(1, i, 0)` and `(1, 1, 0)` are a circular and a linear polarisation
of equal intensity. -/
theorem strength_circular_div_linear_witness :
    (![1, 1, 0] : Fin 3 → ℝ) ≠ 0 ∧
    (![1, Complex.I, 0] : Fin 3 → ℂ) ⬝ᵥ ![1, Complex.I, 0] = 0 ∧
    star (![1, Complex.I, 0] : Fin 3 → ℂ) ⬝ᵥ ![1, Complex.I, 0]
      = (((![1, 1, 0] : Fin 3 → ℝ) ⬝ᵥ ![1, 1, 0] : ℝ) : ℂ) := by
  refine ⟨fun h => ?_, ?_, ?_⟩
  · have h0 := congrFun h 0
    simp at h0
  · simp [dotProduct, Fin.sum_univ_three]
  · simp [dotProduct, Fin.sum_univ_three]

/-- For a symmetric tensor, `G` is the sum of the squares of all tensor elements. -/
theorem invG_eq_sum_sq {S : Matrix (Fin 3) (Fin 3) ℝ} (hS : S.IsSymm) :
    invG S = ∑ i, ∑ j, S i j ^ 2 := by
  simp only [invG, Matrix.trace, Matrix.diag_apply, Matrix.mul_apply]
  refine Finset.sum_congr rfl fun i _ => Finset.sum_congr rfl fun j _ => ?_
  rw [hS.apply i j, sq]

/-- For a symmetric tensor, `G` vanishes exactly when the tensor vanishes. -/
theorem invG_eq_zero_iff {S : Matrix (Fin 3) (Fin 3) ℝ} (hS : S.IsSymm) :
    invG S = 0 ↔ S = 0 := by
  constructor
  · intro h
    rw [invG_eq_sum_sq hS] at h
    ext i j
    have h1 := (Finset.sum_eq_zero_iff_of_nonneg
      (fun i _ => Finset.sum_nonneg fun j _ => sq_nonneg (S i j))).1 h i (Finset.mem_univ i)
    have h2 := (Finset.sum_eq_zero_iff_of_nonneg
      (fun j _ => sq_nonneg (S i j))).1 h1 j (Finset.mem_univ j)
    simpa using h2
  · intro h
    simp [invG, h]

/-- The circular combination `-2F + 6G` is six times the invariant `G` of the
anisotropic part. -/
theorem circular_eq_anisotropic (S : Matrix (Fin 3) (Fin 3) ℝ) :
    -2 * invF S + 6 * invG S = 6 * invG (anisotropic S) := by
  simp only [invF, invG, anisotropic, sub_mul, mul_sub, smul_mul_assoc, mul_smul_comm,
    one_mul, mul_one, Matrix.trace_sub, Matrix.trace_smul, Matrix.trace_one,
    Fintype.card_fin, smul_eq_mul]
  push_cast
  ring

/-- For a nonzero real symmetric two-photon tensor the linear combination `2F + 4G` is
positive and `0 ≤ W ≤ 3/2`; `W = 3/2` exactly for traceless tensors and `W = 0` exactly for
multiples of the identity. -/
theorem ratio_bounds {S : Matrix (Fin 3) (Fin 3) ℝ} (hS : S.IsSymm) (h0 : S ≠ 0) :
    0 < 2 * invF S + 4 * invG S ∧ 0 ≤ ratio S ∧ ratio S ≤ 3 / 2 ∧
    (ratio S = 3 / 2 ↔ S.trace = 0) ∧
    (ratio S = 0 ↔ ∃ c : ℝ, S = c • (1 : Matrix (Fin 3) (Fin 3) ℝ)) := by
  have nonneg : ∀ {A : Matrix (Fin 3) (Fin 3) ℝ}, A.IsSymm → 0 ≤ invG A := by
    intro A hA
    rw [invG_eq_sum_sq hA]
    positivity
  have hF : 0 ≤ invF S := sq_nonneg _
  have hG : 0 < invG S :=
    lt_of_le_of_ne (nonneg hS) fun h => h0 ((invG_eq_zero_iff hS).1 h.symm)
  have hD : 0 < 2 * invF S + 4 * invG S := by linarith
  have hA : (anisotropic S).IsSymm := hS.sub (Matrix.isSymm_one.smul _)
  have hN := circular_eq_anisotropic S
  refine ⟨hD, ?_, ?_, ?_, ?_⟩
  · exact div_nonneg (by linarith [nonneg hA]) hD.le
  · rw [ratio, div_le_iff₀ hD]
    linarith
  · -- the upper bound is reached exactly when F = 0
    have hF0 : invF S = 0 ↔ S.trace = 0 := by simp [invF]
    rw [← hF0, ratio, div_eq_iff hD.ne']
    constructor <;> intro h <;> linarith
  · -- the lower bound is reached exactly when the anisotropic part vanishes
    have hA0 : ratio S = 0 ↔ anisotropic S = 0 := by
      rw [← invG_eq_zero_iff hA, ratio, div_eq_iff hD.ne', hN]
      constructor <;> intro h <;> linarith
    rw [hA0]
    constructor
    · intro h
      exact ⟨S.trace / 3, sub_eq_zero.1 h⟩
    · rintro ⟨c, hc⟩
      have ht : S.trace / 3 = c := by
        rw [hc, Matrix.trace_smul, Matrix.trace_one, Fintype.card_fin, smul_eq_mul]
        push_cast
        ring
      rw [anisotropic, ht, hc, sub_self]

/-- For a tensor `v vᵀ` built from one nonzero real vector, `W = 2/3`. -/
theorem ratio_rank_one {v : Fin 3 → ℝ} (hv : v ≠ 0) : ratio (vecMulVec v v) = 2 / 3 := by
  have hvv : v ⬝ᵥ v ≠ 0 := fun h => hv (dotProduct_self_eq_zero.1 h)
  have hF : invF (vecMulVec v v) = (v ⬝ᵥ v) ^ 2 := by
    simp only [invF, Matrix.trace, Matrix.diag_apply, vecMulVec_apply, dotProduct]
  have hG : invG (vecMulVec v v) = (v ⬝ᵥ v) ^ 2 := by
    simp only [invG, Matrix.trace, Matrix.diag_apply, Matrix.mul_apply, vecMulVec_apply,
      dotProduct, Fin.sum_univ_three]
    ring
  rw [ratio, hF, hG, div_eq_div_iff (by positivity) (by norm_num)]
  ring

/-- For a tensor `u vᵀ + v uᵀ` built from two transition dipoles of lengths `a` and `b` at
angle `θ`, the ratio is `W = (3 + cos² θ) / (2 + 4 cos² θ)`. -/
theorem ratio_two_dipoles {u v : Fin 3 → ℝ} {a b θ : ℝ} (ha : 0 < a) (hb : 0 < b)
    (hu : u ⬝ᵥ u = a ^ 2) (hv : v ⬝ᵥ v = b ^ 2) (huv : u ⬝ᵥ v = a * b * Real.cos θ) :
    ratio (vecMulVec u v + vecMulVec v u)
      = (3 + Real.cos θ ^ 2) / (2 + 4 * Real.cos θ ^ 2) := by
  have hF : invF (vecMulVec u v + vecMulVec v u) = 4 * (u ⬝ᵥ v) ^ 2 := by
    simp only [invF, Matrix.trace, Matrix.diag_apply, Matrix.add_apply, vecMulVec_apply,
      dotProduct, Fin.sum_univ_three]
    ring
  have hG : invG (vecMulVec u v + vecMulVec v u)
      = 2 * ((u ⬝ᵥ u) * (v ⬝ᵥ v) + (u ⬝ᵥ v) ^ 2) := by
    simp only [invG, Matrix.trace, Matrix.diag_apply, Matrix.mul_apply, Matrix.add_apply,
      vecMulVec_apply, dotProduct, Fin.sum_univ_three]
    ring
  rw [ratio, hF, hG, hu, hv, huv, div_eq_div_iff (by positivity) (by positivity)]
  ring

end

end TwoPhotonPolarisationRatio
```

```lean
#print axioms TwoPhotonPolarisationRatio.strength_circular_div_linear
-- 'TwoPhotonPolarisationRatio.strength_circular_div_linear' depends on axioms: [propext, Classical.choice, Quot.sound]
#print axioms TwoPhotonPolarisationRatio.ratio_bounds
-- 'TwoPhotonPolarisationRatio.ratio_bounds' depends on axioms: [propext, Classical.choice, Quot.sound]
#print axioms TwoPhotonPolarisationRatio.ratio_rank_one
-- 'TwoPhotonPolarisationRatio.ratio_rank_one' depends on axioms: [propext, Classical.choice, Quot.sound]
#print axioms TwoPhotonPolarisationRatio.ratio_two_dipoles
-- 'TwoPhotonPolarisationRatio.ratio_two_dipoles' depends on axioms: [propext, Classical.choice, Quot.sound]
```

## How the proofs follow the algebra

In `strength_circular_div_linear`, `e1` and `e2` extract the common factor $I^2/30$, which then cancels. The witness theorem shows that its hypotheses are satisfiable, with vectors of intensity 2; normalised, they are $(1,i,0)/\sqrt2$ and $(1,1,0)/\sqrt2$.

`invG_eq_sum_sq` uses symmetry to turn $S_{ij}S_{ji}$ into $S_{ij}^2$. `invG_eq_zero_iff` then applies twice the fact that a vanishing sum of nonnegative terms has only zero terms. `circular_eq_anisotropic` expands the trace of $A^2$ and finishes with `ring`.

`ratio_bounds` assembles these. The lower bound is `div_nonneg`; for the upper one, `div_le_iff₀` clears the denominator and `linarith` uses $F\ge0$. The equality cases clear it with `div_eq_iff`, leaving $F=0$ or $\operatorname{tr}(A^2)=0$. If $S=c\mathbf 1$, the trace gives $t/3=c$, so $A=0$.

`ratio_rank_one` and `ratio_two_dipoles` compute $F$ and $G$ in components, substitute them and cross-multiply.
